# Euler's equation of degree k on a dilation-invariant set implies scaling by t^k for t > 0

Q: Before you prove anything, tell me what the objects are. I think of a potential energy that depends on the positions of N particles.

A: Then a point x of E is your full list of coordinates, and f(x) is the energy. E and F are real normed spaces. For a potential, F is the real line, but f may also be vector-valued. Neither space needs to be finite-dimensional or complete.

```lean
import Mathlib

namespace EulerConverse

noncomputable section

variable {E F : Type*} [NormedAddCommGroup E] [NormedSpace ℝ E]
  [NormedAddCommGroup F] [NormedSpace ℝ F]
```

A dilation multiplies every coordinate by the same number t > 0, written `t • x`. The set C holds the configurations we admit, and it must contain every positive dilation of each of its members.

```lean
/-- A set of configurations that is closed under every dilation by a positive factor. -/
def DilationInvariant (C : Set E) : Prop :=
  ∀ y ∈ C, ∀ t : ℝ, 0 < t → t • y ∈ C
```

Q: And the physical assumption?

A: Write Df(y)(v) for the derivative of f at y in the direction v. In coordinates, Df(y)(y) is y·∇f(y), which for a potential is minus the virial, the sum over all particles of position · force. Euler's equation of degree k says

Df(y)(y) = k f(y).

The real number k stands for the force law: −1 for Coulomb interactions, 2 for harmonic springs of zero rest length. In Lean, `fderiv ℝ f y y` is Df(y)(y), and the definition also demands that f be differentiable at each point of C.

```lean
/-- Euler's equation of degree `k` on `C`: at each configuration `y` in `C` the function `f` is
differentiable and its derivative along `y` itself is `k` times its value. -/
def EulerRelation (f : E → F) (k : ℝ) (C : Set E) : Prop :=
  ∀ y ∈ C, DifferentiableAt ℝ f y ∧ fderiv ℝ f y y = k • f y
```

Q: My Coulomb potential blows up whenever two particles meet, not only at the origin. Doesn't that spoil the theorem?

A: No. Take C to be the configurations without collisions. Dilation never makes two separate particles coincide, so C qualifies, and nothing is assumed or concluded at the collisions.

Q: Then derive the scaling law for me, without Lean.

A: Fix x in C and write the dilation factor as e^u, with u real. Put y = e^u x. Since d(e^u x)/du = e^u x = y, the chain rule gives

d/du f(e^u x) = Df(y)(y).

Now define h(u) = e^(−ku) f(e^u x), which compensates for the expected growth. By the product rule,

h′(u) = e^(−ku) Df(y)(y) − k e^(−ku) f(y) = e^(−ku) [Df(y)(y) − k f(y)].

Euler's equation makes the bracket zero for every u, so h is constant. For t > 0, comparing u = log t with u = 0 gives

t^(−k) f(t x) = f(x),

and multiplying by t^k gives

f(t x) = t^k f(x).

Q: Where is the chain rule in the file?

A: In the first lemma. It differentiates the path `Real.exp s • x` and composes the result with the derivative of f.

```lean
/-- Under the dilation `x ↦ exp u • x`, the rate of change of `f` with respect to `u` is the
derivative of `f` at the dilated configuration, taken along that configuration. -/
theorem hasDerivAt_dilation {f : E → F} {x : E} {u : ℝ}
    (hf : DifferentiableAt ℝ f (Real.exp u • x)) :
    HasDerivAt (fun s : ℝ => f (Real.exp s • x))
      (fderiv ℝ f (Real.exp u • x) (Real.exp u • x)) u := by
  have h : HasDerivAt (fun s : ℝ => Real.exp s • x) (Real.exp u • x) u :=
    (Real.hasDerivAt_exp u).smul_const x
  have hF : HasFDerivAt f (fderiv ℝ f (Real.exp u • x))
      ((fun s : ℝ => Real.exp s • x) u) := hf.hasFDerivAt
  exact hF.comp_hasDerivAt u h
```

The second lemma is the formula for h′. The product rule comes from `hp.smul`, and `module` collects the two terms into the bracket. Euler's equation is not used yet, so the same formula will serve for inequalities.

```lean
/-- After multiplication by `exp (-k u)`, the rate of change of `f` under dilation is
proportional to the defect in Euler's equation of degree `k`. -/
theorem hasDerivAt_compensated (k : ℝ) {f : E → F} {x : E} {u : ℝ}
    (hf : DifferentiableAt ℝ f (Real.exp u • x)) :
    HasDerivAt (fun s : ℝ => Real.exp (-k * s) • f (Real.exp s • x))
      (Real.exp (-k * u) •
        (fderiv ℝ f (Real.exp u • x) (Real.exp u • x) - k • f (Real.exp u • x))) u := by
  have hp := ((hasDerivAt_id' u).const_mul (-k)).exp
  have h : HasDerivAt (fun s : ℝ => Real.exp (-k * s) • f (Real.exp s • x))
      (Real.exp (-k * u) • fderiv ℝ f (Real.exp u • x) (Real.exp u • x) +
        (Real.exp (-k * u) * (-k * 1)) • f (Real.exp u • x)) u :=
    hp.smul (hasDerivAt_dilation hf)
  exact h.congr_deriv (by module)
```

Q: So the main theorem only has to set the bracket to zero?

A: Yes. `hd` does that at every u, `h` compares log t with 0, and the last line cancels the exponentials. The power `t ^ k` has a real exponent and equals exp(k log t) for positive t.

```lean
/-- Converse of Euler's theorem on a dilation-invariant set of configurations: Euler's equation
of degree `k` implies that `f` scales with the power `k` under positive dilations. -/
theorem euler_converse_on {C : Set E} (hC : DilationInvariant C) {f : E → F} {k : ℝ}
    (hf : EulerRelation f k C) {x : E} (hx : x ∈ C) {t : ℝ} (ht : 0 < t) :
    f (t • x) = t ^ k • f x := by
  -- Euler's equation makes the compensated function stationary
  have hd : ∀ u : ℝ,
      HasDerivAt (fun s : ℝ => Real.exp (-k * s) • f (Real.exp s • x)) 0 u := by
    intro u
    obtain ⟨h1, h2⟩ := hf _ (hC x hx (Real.exp u) (Real.exp_pos u))
    exact (hasDerivAt_compensated k h1).congr_deriv (by rw [h2, sub_self, smul_zero])
  -- compare the dilation by t with the identity
  have h := is_const_of_deriv_eq_zero (fun u => (hd u).differentiableAt)
    (fun u => (hd u).deriv) (Real.log t) 0
  simp only [Real.exp_log ht, mul_zero, Real.exp_zero, one_smul] at h
  have e : Real.log t * k + -k * Real.log t = 0 := by ring
  rw [← h, smul_smul, Real.rpow_def_of_pos ht, ← Real.exp_add, e, Real.exp_zero, one_smul]
```

Q: Which step carries the weight?

A: The Mathlib theorem `is_const_of_deriv_eq_zero`. It takes a function on the whole real line that is differentiable everywhere with zero derivative, and returns equality of its values at any two points you name. That is why the exponential parametrisation is convenient: u runs over all of ℝ, whereas t would be confined to a half-line. The theorem asks for differentiability separately because Lean's `deriv` is zero by convention where no derivative exists, so a vanishing `deriv` alone would not show that a function is constant. Nothing is asked about the continuity of Df, and the values may lie in any real normed space.

Q: Could I test Euler's equation at one configuration and conclude that my potential is homogeneous?

A: No. At a single point where a real f is differentiable and nonzero, some k always satisfies the equation. The hypothesis demands the same k at every point of C.

Q: And the textbook version, with only the origin removed?

A: That is the case where C is the set of nonzero points, which is dilation-invariant because a positive multiple of a nonzero vector is nonzero. The value f(0) stays unconstrained.

```lean
/-- Converse of Euler's theorem: if `f` is differentiable away from the origin and its derivative
at `y` along `y` is `k` times `f y`, then `f (t x) = t ^ k f x` for `t > 0` and `x ≠ 0`. -/
theorem euler_converse {f : E → F} {k : ℝ}
    (hd : ∀ y : E, y ≠ 0 → DifferentiableAt ℝ f y)
    (he : ∀ y : E, y ≠ 0 → fderiv ℝ f y y = k • f y)
    {x : E} (hx : x ≠ 0) {t : ℝ} (ht : 0 < t) :
    f (t • x) = t ^ k • f x := by
  have hC : DilationInvariant {y : E | y ≠ 0} :=
    fun y hy s hs => smul_ne_zero hs.ne' hy
  exact euler_converse_on hC (fun y hy => ⟨hd y hy, he y hy⟩) hx ht
```

Q: I would like to separate the size of a configuration from its shape.

A: Take x ≠ 0 and write ‖x‖ for its norm. Apply the scaling law to the unit vector x/‖x‖ with t = ‖x‖:

f(x) = ‖x‖^k f(x/‖x‖).

"Size" here is measured from the origin, so shifting all particles together can change both factors. "Shape" includes orientation; on the line it is just a sign. This version assumes Euler's equation at all nonzero points, so it suits a single particle in a central Coulomb field, but not several particles with collision singularities.

```lean
/-- If `f` obeys Euler's equation away from the origin, then its value at each nonzero configuration
is the `k`-th power of the size of the configuration times the value of the function at the
configuration scaled to unit size. -/
theorem size_shape_factorization {f : E → F} {k : ℝ}
    (hd : ∀ y : E, y ≠ 0 → DifferentiableAt ℝ f y)
    (he : ∀ y : E, y ≠ 0 → fderiv ℝ f y y = k • f y) {x : E} (hx : x ≠ 0) :
    f x = ‖x‖ ^ k • f (‖x‖⁻¹ • x) := by
  have hn : ‖x‖ ≠ 0 := norm_ne_zero_iff.2 hx
  have h := euler_converse hd he (smul_ne_zero (inv_ne_zero hn) hx) (norm_pos_iff.2 hx)
  rwa [smul_smul, mul_inv_cancel₀ hn, one_smul] at h
```

Q: Many model potentials do not scale as an exact power. What survives if Euler's equation becomes an inequality?

A: For real-valued f, suppose Df(y)(y) ≤ k f(y) on C. Then h′(u) ≤ 0, so h cannot increase. For t ≥ 1 we have log t ≥ 0, hence

t^(−k) f(t x) ≤ f(x), that is, f(t x) ≤ t^k f(x).

A screened Coulomb repulsion e^(−r/λ)/r, with r the distance and λ > 0 the screening length, satisfies the condition with k = −1. Doubling the distance therefore at least halves it. In the proof, `nlinarith` obtains the sign of h′ from a product of two nonnegative factors, and `antitone_of_deriv_nonpos` takes the place of the constancy theorem.

```lean
/-- If the derivative of a real function at `y` along `y` is at most `k` times its value, then
under expansion by `t ≥ 1` the function is at most `t ^ k` times its initial value. -/
theorem scaling_bound_of_euler_le {C : Set E} (hC : DilationInvariant C) {f : E → ℝ} {k : ℝ}
    (hd : ∀ y ∈ C, DifferentiableAt ℝ f y) (he : ∀ y ∈ C, fderiv ℝ f y y ≤ k * f y)
    {x : E} (hx : x ∈ C) {t : ℝ} (ht : 1 ≤ t) :
    f (t • x) ≤ t ^ k * f x := by
  have ht0 : 0 < t := by linarith
  have hy : ∀ u : ℝ, Real.exp u • x ∈ C := fun u => hC x hx _ (Real.exp_pos u)
  have hg := fun u : ℝ => hasDerivAt_compensated k (hd _ (hy u))
  -- the compensated function cannot increase under expansion
  have hanti : Antitone (fun s : ℝ => Real.exp (-k * s) • f (Real.exp s • x)) := by
    refine antitone_of_deriv_nonpos (fun u => (hg u).differentiableAt) (fun u => ?_)
    rw [(hg u).deriv, smul_eq_mul, smul_eq_mul]
    nlinarith [mul_nonneg (Real.exp_pos (-k * u)).le (sub_nonneg.2 (he _ (hy u)))]
  have h := hanti (Real.log_nonneg ht)
  simp only [Real.exp_log ht0, mul_zero, Real.exp_zero, one_smul, smul_eq_mul, one_mul] at h
  have e : Real.log t * k + -k * Real.log t = 0 := by ring
  rw [Real.rpow_def_of_pos ht0]
  calc f (t • x)
      = Real.exp (Real.log t * k) * (Real.exp (-k * Real.log t) * f (t • x)) := by
        rw [← mul_assoc, ← Real.exp_add, e, Real.exp_zero, one_mul]
    _ ≤ Real.exp (Real.log t * k) * f x :=
        mul_le_mul_of_nonneg_left h (Real.exp_pos _).le
```

Q: Parallel line charges interact through a logarithm of the distance. No power fits that.

A: There Df(y)(y) is a constant c, fixed by the strengths of the interactions. Subtract the expected linear growth instead of dividing by an exponential:

d/du [f(e^u x) − u c] = Df(y)(y) − c = 0.

Comparing u = log t with u = 0 gives

f(t x) = f(x) + c log t.

The Lean proof follows the same two steps, with c allowed to be a vector in F.

```lean
/-- If the derivative of `f` at `y` along `y` is the same constant `c` at every configuration,
then a dilation by `t > 0` shifts `f` by `c` times the logarithm of `t`. -/
theorem logarithmic_scaling {C : Set E} (hC : DilationInvariant C) {f : E → F} {c : F}
    (hd : ∀ y ∈ C, DifferentiableAt ℝ f y) (he : ∀ y ∈ C, fderiv ℝ f y y = c)
    {x : E} (hx : x ∈ C) {t : ℝ} (ht : 0 < t) :
    f (t • x) = f x + Real.log t • c := by
  have hg : ∀ u : ℝ, HasDerivAt (fun s : ℝ => f (Real.exp s • x) - s • c) 0 u := by
    intro u
    have hy := hC x hx (Real.exp u) (Real.exp_pos u)
    have h := (hasDerivAt_dilation (hd _ hy)).fun_sub ((hasDerivAt_id' u).smul_const c)
    exact h.congr_deriv (by rw [he _ hy, one_smul, sub_self])
  have h := is_const_of_deriv_eq_zero (fun u => (hg u).differentiableAt)
    (fun u => (hg u).deriv) (Real.log t) 0
  simp only [Real.exp_log ht, Real.exp_zero, one_smul, zero_smul, sub_zero] at h
  exact sub_eq_iff_eq_add.1 h
```

Q: Why insist on t > 0? Inverting all coordinates is a respectable operation.

A: A ray from the origin never reaches its opposite, so the derivative along the ray cannot compare the two. Take |y| on the line. For y > 0 its derivative is 1, and 1·y = |y|; for y < 0 it is −1, and (−1)·y = |y|. Euler's equation thus holds with k = 1 at every nonzero y. At t = −1, however, |−1·1| = 1 while −1·|1| = −1. The Lean proof splits into the same two signs and then evaluates the numbers.

```lean
/-- The absolute value on the line obeys Euler's equation of degree one away from the origin,
yet the degree-one scaling law fails for it at the negative factor `-1`. -/
theorem negative_dilation_fails :
    EulerRelation (fun y : ℝ => |y|) 1 {y : ℝ | y ≠ 0} ∧
      |(-1 : ℝ) • (1 : ℝ)| ≠ (-1 : ℝ) • |(1 : ℝ)| := by
  constructor
  · intro y hy
    rcases lt_or_gt_of_ne hy with h | h
    · have hd : HasDerivAt (fun z : ℝ => |z|) (-1) y := hasDerivAt_abs_neg h
      refine ⟨hd.differentiableAt, ?_⟩
      rw [fderiv_eq_smul_deriv, hd.deriv]
      simp [abs_of_neg h]
    · have hd : HasDerivAt (fun z : ℝ => |z|) 1 y := hasDerivAt_abs_pos h
      refine ⟨hd.differentiableAt, ?_⟩
      rw [fderiv_eq_smul_deriv, hd.deriv]
      simp [abs_of_pos h]
  · norm_num

end

end EulerConverse
```

```lean
#print axioms EulerConverse.euler_converse_on
#print axioms EulerConverse.size_shape_factorization
#print axioms EulerConverse.logarithmic_scaling
#print axioms EulerConverse.negative_dilation_fails
```

```
'EulerConverse.euler_converse_on' depends on axioms: [propext, Classical.choice, Quot.sound]
'EulerConverse.size_shape_factorization' depends on axioms: [propext, Classical.choice, Quot.sound]
'EulerConverse.logarithmic_scaling' depends on axioms: [propext, Classical.choice, Quot.sound]
'EulerConverse.negative_dilation_fails' depends on axioms: [propext, Classical.choice, Quot.sound]
```

Q: Does this give me the quantum virial theorem?

A: It gives a statement about the potential only. For a molecule treated as point charges, the total Coulomb energy scales as 1/t when electrons and nuclei are dilated together, whereas kinetic energy and expectation values do not enter. If you clamp the nuclei and scale only the electrons, the electron–nucleus attraction generally fails Euler's equation, so the hypothesis fails too.

Q: And coordinate scaling of an electron density?

A: That is a different operation. In this theorem `t • x` multiplies the vector x by a number; if x were a density, it would multiply the density's values and leave its spatial extent alone. Coordinate scaling would need its own path and its own chain rule.

Q: Then my doubt shrinks to whether my potential satisfies the hypothesis.

A: That is the right place for it. The file goes from Euler's equation to scaling; it does not prove the forward direction, from scaling to Euler's equation, and it does not verify the equation for any particular molecular potential.
